# A cubic error bound for the second-order expansion of log(1 − t)

For a real number t with |t| ≤ 1/2, the lemma states that log(1 − t) differs from its second-order expansion −t − t²/2 by at most 2|t|³. This is a statement of real analysis: it involves no Hamiltonian, state or other physical model, though such estimates serve wherever a logarithm is expanded in a small quantity. The proof takes Mathlib's bound for the logarithm series, cut off after two terms, which gives an error of at most |t|³/(1 − |t|). It then multiplies out the positive denominator and leaves the remaining polynomial inequality in |t| to `nlinarith`.

As first written in Lean, the proof fails:

```lean
import Mathlib

open Filter Topology

namespace CavityInsertionWork

noncomputable section

/-- The logarithm agrees with its second-order series up to a cubic error. -/
theorem log_series_error {t : ℝ} (ht : |t| ≤ 1 / 2) :
    |t + t ^ 2 / 2 + Real.log (1 - t)| ≤ 2 * |t| ^ 3 := by
  have h := Real.abs_log_sub_add_sum_range_le (x := t) (by linarith) 2
  have e : ∑ i ∈ Finset.range 2, t ^ (i + 1) / ((i : ℝ) + 1) = t + t ^ 2 / 2 := by
    norm_num [Finset.sum_range_succ]
  rw [e] at h
  refine h.trans ?_
  rw [div_le_iff₀ (by linarith)]
  nlinarith [mul_nonneg (pow_nonneg (abs_nonneg t) 3) (by linarith : 0 ≤ 1 - 2 * |t|)]

end

end CavityInsertionWork
```

The compiler's answer:

```
Main.lean:18:2: error: linarith failed to find a contradiction
t : ℝ
ht : |t| ≤ 1 / 2
h : |t + t ^ 2 / 2 + Real.log (1 - t)| ≤ |t| ^ (2 + 1) / (1 - |t|)
e : ∑ i ∈ Finset.range 2, t ^ (i + 1) / (↑i + 1) = t + t ^ 2 / 2
a✝ : 2 * |t| ^ 3 * (1 - |t|) < |t| ^ (2 + 1)
⊢ False
failed
```

Cause. The one error comes from the final `nlinarith`; the words "linarith failed" refer to the linear arithmetic it runs on. The inequality to be proved is true, and the supplied hint, that |t|³(1 − 2|t|) is nonnegative, is exactly what it needs once everything is multiplied out.

The obstacle is the exponent. Mathlib's series bound, used with 2 terms, leaves the power as `|t| ^ (2 + 1)`, while the hint and the right-hand side have `|t| ^ 3`. When `linarith` reads the inequalities as polynomials, it expands a power only if the exponent is a numeral. The unevaluated sum `2 + 1` is not one, so `|t| ^ (2 + 1)` is treated as an unknown unrelated to `|t| ^ 3`, and the hint cannot bound it.

The repair proves `e3`, that the two powers are equal, by letting `norm_num` evaluate the sum, and `rw [e3]` puts `|t| ^ 3` into the goal. The same `nlinarith` call, with the same hint, then succeeds.

Fix (accepted with no message):

```diff
@@ -16,4 +16,6 @@
   refine h.trans ?_
   rw [div_le_iff₀ (by linarith)]
+  have e3 : |t| ^ (2 + 1) = |t| ^ 3 := by norm_num
+  rw [e3]
   nlinarith [mul_nonneg (pow_nonneg (abs_nonneg t) 3) (by linarith : 0 ≤ 1 - 2 * |t|)]
 
```
